# A Bloch wave solves a multi-orbital tight-binding ring exactly when its orbital amplitudes solve H(k)

Take a ring of two identical cells, each with a finite set of orbitals. Let the matrix $h(0)$ couple orbitals within a cell and $h(1)$ couple orbitals in different cells. The Hamiltonian acts on a pair of amplitude vectors, one per cell. If the second vector is plus or minus the first, then

$$
\begin{pmatrix} h(0) & h(1)\\ h(1) & h(0)\end{pmatrix}\begin{pmatrix} c\\ \pm c\end{pmatrix}
=\begin{pmatrix} (h(0)\pm h(1))\,c\\ \pm(h(0)\pm h(1))\,c\end{pmatrix}.
$$

The sign pattern survives, and only the orbital vector $c$ is changed, by the small matrix $h(0)\pm h(1)$. The pair is therefore an eigenvector with energy $E$ exactly when $c$ is a nonzero eigenvector of that small matrix with the same energy. For $M$ cells the signs become $M$-th roots of unity, and the argument is the same.

## The ring and its plane-wave phases

The cells are labelled by `ZMod M`, the integers modulo $M$, so periodic boundary conditions are built into the subtraction of labels. The hypothesis `NeZero M` says that $M$ is not zero, so the ring has a finite, positive number of cells; in Mathlib `ZMod 0` is the infinite set of all integers. The type `B` is the finite set of orbitals in a cell.

```lean
import Mathlib

open Matrix

namespace MultiOrbitalBloch

noncomputable section

variable {M : ℕ} [NeZero M] {B : Type*} [Fintype B]
```

The phase at wave number $k$ and cell $R$ is written $\varphi_k(R)$. It is defined through the standard additive character of `ZMod M`, which makes it independent of the integers chosen to represent $k$ and $R$. Here $k$ is a dimensionless label; for lattice spacing $d$ the physical wave vector is $2\pi k/(Md)$.

```lean
/-- The plane-wave phase at wave number `k` and cell `R` of a ring of `M` cells. -/
def phase (k R : ZMod M) : ℂ := ZMod.stdAddChar (k * R)
```

## Hamiltonian, Bloch matrix and Bloch wave

Translation invariance means that a matrix element depends on the two cells only through their difference:

$$H_{(R,a),(R',b)} = h(R-R')_{ab}.$$

This is a one-particle Hamiltonian in an orthonormal orbital basis, since no overlap matrix appears. The blocks $h(R)$ are arbitrary complex matrices. A physical Hamiltonian also satisfies $h(-R)=h(R)^\dagger$, but the results do not need this, and energies are accordingly allowed to be complex.

```lean
/-- The crystal Hamiltonian whose matrix element between orbital `a` in cell `R` and
orbital `b` in cell `R'` is `h (R - R') a b`. -/
def hamiltonian (h : ZMod M → Matrix B B ℂ) : Matrix (ZMod M × B) (ZMod M × B) ℂ :=
  Matrix.of fun x y => h (x.1 - y.1) x.2 y.2
```

The Bloch matrix is

$$H(k)=\sum_R \varphi_k(-R)\,h(R).$$

The minus sign goes with the convention that the argument of $h$ is the row cell minus the column cell.

```lean
/-- The Bloch Hamiltonian `H(k)`: the sum of the hopping blocks `h R` weighted by the
phases at `-R`. -/
def blochMatrix (h : ZMod M → Matrix B B ℂ) (k : ZMod M) : Matrix B B ℂ :=
  ∑ R, phase k (-R) • h R
```

A Bloch wave has amplitudes $\psi(R,a)=\varphi_k(R)\,c_a$. The phase depends on the cell alone, not on the position of an orbital within it. The wave is unnormalised: for a unit vector $c$, the normalised state is $\psi/\sqrt M$.

```lean
/-- The Bloch wave with wave number `k` and orbital amplitudes `c`. -/
def blochWave (k : ZMod M) (c : B → ℂ) : ZMod M × B → ℂ :=
  fun x => phase k x.1 * c x.2
```

Conversely, any state $\psi$ has a Fourier component at each $k$, again without a normalising factor:

$$\hat\psi_k(a)=\sum_R\varphi_k(-R)\,\psi(R,a).$$

```lean
/-- The orbital amplitudes of the (unnormalised) Fourier component of a state at `k`. -/
def blochComponent (k : ZMod M) (ψ : ZMod M × B → ℂ) : B → ℂ :=
  fun a => ∑ R, phase k (-R) * ψ (R, a)
```

## Phases multiply when cells are added

For integer labels the character is the familiar exponential,

$$\varphi_k(R)=e^{2\pi i kR/M}.$$

The proof unfolds the character at the integer $kR$ and compares exponents.

```lean
/-- For integer labels the phase is `exp(2πi k R / M)`. -/
theorem phase_eq_exp (k R : ℤ) :
    phase (k : ZMod M) (R : ZMod M) =
      Complex.exp (2 * (Real.pi : ℂ) * Complex.I * k * R / M) := by
  rw [phase, ← Int.cast_mul, ZMod.stdAddChar_coe]
  congr 1
  push_cast
  ring
```

The exponential law gives $\varphi_k(R+S)=\varphi_k(R)\,\varphi_k(S)$.

```lean
lemma phase_add (k R S : ZMod M) : phase k (R + S) = phase k R * phase k S := by
  rw [phase, mul_add, AddChar.map_add_eq_mul]
  rfl
```

In cell zero the phase is one, $\varphi_k(0)=1$.

```lean
lemma phase_zero (k : ZMod M) : phase k 0 = 1 := by
  rw [phase, mul_zero, AddChar.map_zero_eq_one]
```

## The Hamiltonian acts on the orbital amplitudes alone

Written in components, the Bloch matrix acts as

$$(H(k)c)_a=\sum_R\sum_b\varphi_k(-R)\,h(R)_{ab}\,c_b .$$

```lean
lemma blochMatrix_mulVec (h : ZMod M → Matrix B B ℂ) (k : ZMod M) (c : B → ℂ) (a : B) :
    (blochMatrix h k *ᵥ c) a = ∑ R, ∑ b, phase k (-R) * h R a b * c b := by
  simp only [blochMatrix, mulVec, dotProduct, Matrix.sum_apply, Matrix.smul_apply,
    smul_eq_mul, Finset.sum_mul]
  exact Finset.sum_comm
```

The full Hamiltonian acts as

$$(H\psi)(R,a)=\sum_S\sum_b h(R-S)_{ab}\,\psi(S,b).$$

```lean
lemma hamiltonian_mulVec (h : ZMod M → Matrix B B ℂ) (ψ : ZMod M × B → ℂ)
    (R : ZMod M) (a : B) :
    (hamiltonian h *ᵥ ψ) (R, a) = ∑ S, ∑ b, h (R - S) a b * ψ (S, b) := by
  simp only [hamiltonian, mulVec, dotProduct, Matrix.of_apply, Fintype.sum_prod_type]
```

Insert a Bloch wave. Since $S=R-(R-S)$, the phase factorises as $\varphi_k(S)=\varphi_k(R)\,\varphi_k(-(R-S))$, and

$$
(H\psi)(R,a)=\varphi_k(R)\sum_S\sum_b \varphi_k(-(R-S))\,h(R-S)_{ab}\,c_b=\varphi_k(R)\,(H(k)c)_a .
$$

The last equality holds because, for fixed $R$, the difference $R-S$ runs once over all cells as $S$ does. In the proof, `hs` is this change of summation variable and `hp` is the factorisation of the phase; `linear_combination` then matches the two sums term by term.

```lean
/-- The crystal Hamiltonian maps a Bloch wave to the Bloch wave at the same `k` whose
orbital amplitudes are acted on by `H(k)`. -/
theorem hamiltonian_blochWave (h : ZMod M → Matrix B B ℂ) (k : ZMod M) (c : B → ℂ) :
    hamiltonian h *ᵥ blochWave k c = blochWave k (blochMatrix h k *ᵥ c) := by
  funext ⟨R, a⟩
  rw [hamiltonian_mulVec]
  change _ = phase k R * (blochMatrix h k *ᵥ c) a
  rw [blochMatrix_mulVec]
  -- sum over the cell difference instead of the cell
  have hs : (∑ S, ∑ b, phase k (-S) * h S a b * c b) =
      ∑ S, ∑ b, phase k (-(R - S)) * h (R - S) a b * c b :=
    (Equiv.sum_comp (Equiv.subLeft R)
      (fun S => ∑ b, phase k (-S) * h S a b * c b)).symm
  rw [hs, Finset.mul_sum]
  refine Finset.sum_congr rfl fun S _ => ?_
  rw [Finset.mul_sum]
  refine Finset.sum_congr rfl fun b _ => ?_
  have hp : phase k S = phase k R * phase k (-(R - S)) := by
    rw [← phase_add]
    congr 1
    abel
  change h (R - S) a b * (phase k S * c b) = _
  linear_combination (h (R - S) a b * c b) * hp
```

The eigenvalue equation now reads $\varphi_k(R)\,(H(k)c)_a=E\,\varphi_k(R)\,c_a$ for all $R$ and $a$. Setting $R=0$ removes the phase and leaves $H(k)c=Ec$. In the other direction, multiplying $H(k)c=Ec$ by $\varphi_k(R)$ restores the equation in every cell. The two branches of the proof are these two sentences.

The theorem `bloch_reduction` states the equivalence for every $k$, $c$ and $E$. It includes $c=0$, where both sides hold trivially; an eigenvector requires $c\neq0$.

```lean
/-- Multi-orbital Bloch reduction: a Bloch wave solves the crystal eigenvalue equation
with energy `E` exactly when its orbital amplitudes solve that of `H(k)`. -/
theorem bloch_reduction (h : ZMod M → Matrix B B ℂ) (k : ZMod M) (c : B → ℂ) (E : ℂ) :
    hamiltonian h *ᵥ blochWave k c = E • blochWave k c ↔
      blochMatrix h k *ᵥ c = E • c := by
  rw [hamiltonian_blochWave]
  constructor
  · intro hE
    funext a
    -- the phase is one in cell zero
    have h0 := congrFun hE (0, a)
    simpa [blochWave, phase_zero] using h0
  · intro hc
    rw [hc]
    funext x
    simp only [blochWave, Pi.smul_apply, smul_eq_mul]
    ring
```

## Every crystal energy belongs to some k

The reduction so far starts from a state already in Bloch form. To reach the whole spectrum, take the Fourier component of $H\psi$ for an arbitrary $\psi$. Exchanging the sums over cells and writing $R=T+S$ gives

$$
\begin{aligned}
\widehat{(H\psi)}_k(a)&=\sum_S\sum_R\sum_b\varphi_k(-R)\,h(R-S)_{ab}\,\psi(S,b)\\
&=\sum_S\sum_T\sum_b\varphi_k(-T)\,h(T)_{ab}\,\varphi_k(-S)\,\psi(S,b)\\
&=(H(k)\hat\psi_k)_a .
\end{aligned}
$$

The middle line is the expression introduced by `trans`. The substitution $R=T+S$, made in the inner sum at fixed $S$, is the use of `Equiv.addRight S`; `hp` factorises the phase, and the remaining steps reorder factors and finite sums.

```lean
/-- Taking the Fourier component at `k` turns the crystal Hamiltonian into `H(k)`,
for every state. -/
theorem blochComponent_hamiltonian (h : ZMod M → Matrix B B ℂ) (k : ZMod M)
    (ψ : ZMod M × B → ℂ) :
    blochComponent k (hamiltonian h *ᵥ ψ) = blochMatrix h k *ᵥ blochComponent k ψ := by
  funext a
  rw [blochMatrix_mulVec]
  simp only [blochComponent, hamiltonian_mulVec, Finset.mul_sum]
  rw [Finset.sum_comm]
  trans ∑ S, ∑ T, ∑ b, phase k (-T) * h T a b * (phase k (-S) * ψ (S, b))
  · refine Finset.sum_congr rfl fun S _ => ?_
    -- at fixed S, substitute R = T + S in the sum over R
    refine (Equiv.sum_comp (Equiv.addRight S) _).symm.trans ?_
    refine Finset.sum_congr rfl fun T _ => Finset.sum_congr rfl fun b _ => ?_
    have hp : phase k (-(T + S)) = phase k (-T) * phase k (-S) := by
      rw [← phase_add, neg_add]
    simp only [Equiv.coe_addRight, add_sub_cancel_right, hp]
    ring
  · rw [Finset.sum_comm]
    exact Finset.sum_congr rfl fun T _ => Finset.sum_comm
```

A nonzero state must have a nonzero component at some $k$. This follows from Fourier inversion,

$$\psi(R,a)=\frac1M\sum_k\varphi_k(R)\,\hat\psi_k(a),$$

which rests on $\sum_k\varphi_k(R-S)$ being $M$ for $R=S$ and zero otherwise. In the second case it is a geometric sum of powers of $\zeta=e^{2\pi i(R-S)/M}\neq1$, with value $(\zeta^M-1)/(\zeta-1)=0$. The proof identifies $\hat\psi_k(a)$, for fixed $a$, with Mathlib's discrete Fourier transform `ZMod.dft` and uses that this linear equivalence sends only zero to zero.

```lean
omit [Fintype B] in
/-- A state whose Fourier components vanish at every `k` is zero. -/
theorem eq_zero_of_blochComponent (ψ : ZMod M × B → ℂ)
    (hψ : ∀ k, blochComponent k ψ = 0) : ψ = 0 := by
  funext ⟨R, a⟩
  have hd : ZMod.dft (fun S : ZMod M => ψ (S, a)) = 0 := by
    funext k
    rw [ZMod.dft_apply]
    refine Eq.trans (Finset.sum_congr rfl fun S _ => ?_) (congrFun (hψ k) a)
    rw [phase, smul_eq_mul, mul_neg, mul_comm k S]
  exact congrFun ((LinearEquiv.map_eq_zero_iff ZMod.dft).mp hd) R
```

Suppose that $H\psi=E\psi$ with $\psi\neq0$. Taking components gives $H(k)\hat\psi_k=E\hat\psi_k$ for every $k$, and at least one $\hat\psi_k$ is nonzero, so $E$ is an eigenvalue of that $H(k)$. Conversely, a nonzero $c$ with $H(k)c=Ec$ yields a Bloch wave with energy $E$, which is nonzero because its amplitudes in cell zero are $c$. The Lean proof runs the first half by contradiction: if no $k$ supplied an eigenvector, all components of $\psi$ would vanish.

For this non-interacting model on a finite ring, the eigenvalues of one matrix with $M$ times as many orbitals as a cell form the same set as the eigenvalues of $M$ matrices of single-cell size taken together. In this model, a calculation on a supercell of $M$ cells at zero supercell wave vector therefore gives the same energies as a single-cell calculation on the uniform grid of $M$ $k$ points that contains $k=0$. The theorem equates sets of eigenvalues and says nothing about their multiplicities. Nor does it say that every eigenvector is a Bloch wave, which fails when waves with different $k$ share an energy and are superposed.

```lean
/-- A number `E` is an eigenvalue of the crystal Hamiltonian exactly when it is an
eigenvalue of `H(k)` for some `k`. -/
theorem eigenvalue_iff_exists_k (h : ZMod M → Matrix B B ℂ) (E : ℂ) :
    (∃ ψ, ψ ≠ 0 ∧ hamiltonian h *ᵥ ψ = E • ψ) ↔
      ∃ k, ∃ c, c ≠ 0 ∧ blochMatrix h k *ᵥ c = E • c := by
  constructor
  · rintro ⟨ψ, hne, hE⟩
    by_contra hno
    refine hne (eq_zero_of_blochComponent ψ fun k => ?_)
    by_contra hk
    refine hno ⟨k, blochComponent k ψ, hk, ?_⟩
    rw [← blochComponent_hamiltonian, hE]
    funext a
    simp only [blochComponent, Pi.smul_apply, smul_eq_mul, Finset.mul_sum]
    exact Finset.sum_congr rfl fun R _ => by ring
  · rintro ⟨k, c, hne, hc⟩
    refine ⟨blochWave k c, fun h0 => hne ?_, (bloch_reduction h k c E).mpr hc⟩
    funext a
    simpa [blochWave, phase_zero] using congrFun h0 (0, a)
```

## The chain with alternating hoppings

Let each cell hold two orbitals, numbered 0 and 1, with amplitude $v$ between them. Let $w$ connect orbital 0 of each cell to orbital 1 of the preceding cell. The constants $v$ and $w$ stand for the hopping strengths of the two kinds of bond in a bond-alternating chain; on-site energies are set to zero. For real $v$ and $w$ the Hamiltonian is Hermitian. The blocks are added, not listed as exclusive cases, so the definition remains sensible when the labels $0$, $1$ and $-1$ coincide on a very small ring.

```lean
/-- Hopping blocks of a two-orbital chain with amplitude `v` inside a cell and `w`
between neighbouring cells. -/
def chainHopping (v w : ℂ) (R : ZMod M) : Matrix (Fin 2) (Fin 2) ℂ :=
  (if R = 0 then !![0, v; v, 0] else 0) + (if R = 1 then !![0, w; 0, 0] else 0) +
    (if R = -1 then !![0, 0; w, 0] else 0)
```

Only these three labels contribute to the Bloch sum. The block at $R=1$ carries $\varphi_k(-1)$, and the block at $R=-1$ carries $\varphi_k(1)$:

$$
H(k)=\begin{pmatrix}0& v+w\,\varphi_k(-1)\\ v+w\,\varphi_k(1)&0\end{pmatrix}.
$$

The proof collapses the sum at each label and compares the four entries.

```lean
/-- The Bloch Hamiltonian of the two-orbital chain. -/
theorem chain_blochMatrix (v w : ℂ) (k : ZMod M) :
    blochMatrix (chainHopping v w) k =
      !![0, v + w * phase k (-1); v + w * phase k 1, 0] := by
  simp only [blochMatrix, chainHopping, smul_add, Finset.sum_add_distrib, smul_ite,
    smul_zero, Finset.sum_ite_eq', Finset.mem_univ, if_true, neg_zero, neg_neg, phase_zero]
  ext i j
  fin_cases i <;> fin_cases j <;> simp [mul_comm]
```

A nonzero $c$ with $(H(k)-E)c=0$ exists exactly when the determinant vanishes:

$$0=\det(H(k)-E)=E^2-(v+w\,\varphi_k(-1))(v+w\,\varphi_k(1)).$$

Since $\varphi_k(-1)\,\varphi_k(1)=1$ and $\varphi_k(-1)+\varphi_k(1)=2\cos(2\pi k/M)$, expanding the product gives

$$E^2=v^2+w^2+2vw\cos\frac{2\pi k}{M}.$$

The theorem `chain_bands` says that $E$ is an eigenvalue of the whole chain exactly when this equation holds for some integer $k$. Integers that differ by a multiple of $M$ give the same equation, so at most $M$ equations are distinct.

The proof first passes from the crystal to $H(k)$ with `eigenvalue_iff_exists_k`. Then `hdet` computes the determinant, `hpq` and `hcos` are the two phase identities, and `hprod` expands the product. The link between a vanishing determinant and a nonzero solution is `Matrix.exists_mulVec_eq_zero_iff`.

```lean
/-- The eigenvalues of the two-orbital chain are exactly the solutions of
`E² = v² + w² + 2 v w cos(2πk/M)` with integer `k`. -/
theorem chain_bands (v w E : ℂ) :
    (∃ ψ, ψ ≠ 0 ∧ hamiltonian (chainHopping (M := M) v w) *ᵥ ψ = E • ψ) ↔
      ∃ k : ℤ, E ^ 2 = v ^ 2 + w ^ 2 +
        2 * v * w * Complex.cos (2 * (Real.pi : ℂ) * k / M) := by
  rw [eigenvalue_iff_exists_k, (ZMod.intCast_surjective (n := M)).exists]
  refine exists_congr fun k => ?_
  have key : ∀ c, blochMatrix (chainHopping v w) (k : ZMod M) *ᵥ c = E • c ↔
      (blochMatrix (chainHopping v w) (k : ZMod M) - E • 1) *ᵥ c = 0 := by
    intro c
    rw [Matrix.sub_mulVec, Matrix.smul_mulVec, Matrix.one_mulVec, sub_eq_zero]
  -- the secular determinant
  have hdet : (blochMatrix (chainHopping v w) (k : ZMod M) - E • 1).det =
      E ^ 2 - (v + w * phase (k : ZMod M) (-1)) * (v + w * phase (k : ZMod M) 1) := by
    rw [chain_blochMatrix, Matrix.det_fin_two]
    simp
    ring
  have h1 := phase_eq_exp (M := M) k 1
  have h2 := phase_eq_exp (M := M) k (-1)
  push_cast at h1 h2
  have hpq : phase (k : ZMod M) (-1) * phase (k : ZMod M) 1 = 1 := by
    rw [← phase_add, neg_add_cancel, phase_zero]
  have hcos : phase (k : ZMod M) (-1) + phase (k : ZMod M) 1 =
      2 * Complex.cos (2 * (Real.pi : ℂ) * k / M) := by
    rw [Complex.two_cos, h1, h2, add_comm]
    congr 2 <;> ring
  have hprod : (v + w * phase (k : ZMod M) (-1)) * (v + w * phase (k : ZMod M) 1) =
      v ^ 2 + w ^ 2 + 2 * v * w * Complex.cos (2 * (Real.pi : ℂ) * k / M) := by
    linear_combination w ^ 2 * hpq + v * w * hcos
  simp only [key]
  rw [Matrix.exists_mulVec_eq_zero_iff, hdet, sub_eq_zero, hprod]

end

end MultiOrbitalBloch
```

```lean
#print axioms MultiOrbitalBloch.bloch_reduction
-- 'MultiOrbitalBloch.bloch_reduction' depends on axioms: [propext, Classical.choice, Quot.sound]
#print axioms MultiOrbitalBloch.chain_bands
-- 'MultiOrbitalBloch.chain_bands' depends on axioms: [propext, Classical.choice, Quot.sound]
```

## Rings of one and two cells

For $M=1$ the only phase is one, and both hoppings connect the same two orbitals. The formula gives $E^2=(v+w)^2$, hence $E=\pm(v+w)$, as for a two-level system with coupling $v+w$.

For $M=2$ the chain is a ring of four orbitals with alternating bonds, and the two values of $k$ give $E^2=(v+w)^2$ and $E^2=(v-w)^2$. With equal bonds $v=w=\beta$ the energies are $\pm2\beta$ and $0$, the Hückel levels of a square four-membered ring measured from the on-site energy. At $k=1$ the matrix $H(k)$ is then zero, so every nonzero orbital vector $c$ gives a state at $E=0$, and that level is doubly degenerate when $\beta\neq0$.
